# Canonical orthogonalisation of linearly independent vectors maximises the Schweinler–Wigner functional

A numerical search for the orthonormal basis with the largest Schweinler–Wigner functional can stall at a stationary point below the maximum, and the value it returns does not by itself show whether this has happened. For $n$ linearly independent vectors in an $n$-dimensional complex space, the trace of the squared overlap matrix is an upper bound, and the canonical basis attains it.

In electronic structure, this gives a variational characterisation of canonical orthogonalisation for a finite, linearly independent basis set. Discarding near-dependent combinations, which makes the matrices rectangular, is not covered.

## Weights of an orthonormal basis

Let the columns $a_i$ of a square matrix $A$ be the original vectors, written in some orthonormal reference basis. They need not be normalised. Their overlap matrix is $S=A^\dagger A$, where $\dagger$ is Lean's `ᴴ`. The finite type `n` labels both vectors and coordinates.

```lean
import Mathlib

open Matrix

namespace SchweinlerWigner

noncomputable section

variable {n : Type*} [Fintype n] [DecidableEq n]
```

A unitary $W$ has orthonormal columns $w_k$, and $(W^\dagger A)_{ki}=\langle w_k|a_i\rangle$. The weight of $w_k$ is its total squared projection,

$$q_k=\sum_i|\langle w_k|a_i\rangle|^2 .$$

```lean
/-- Total squared projection of the original vectors (columns of `A`) on the
`k`-th column of `W`. -/
def weight (A W : Matrix n n ℂ) (k : n) : ℝ := ∑ i, ‖(Wᴴ * A) k i‖ ^ 2
```

The functional is $F(W)=\sum_k q_k^2$. It is large when the weight is concentrated on few basis vectors.

```lean
/-- The Schweinler-Wigner functional: the sum of the squared weights. -/
def swFunctional (A W : Matrix n n ℂ) : ℝ := ∑ k, weight A W k ^ 2
```

The weights belong to a larger object, the operator $AA^\dagger=\sum_i|a_i\rangle\langle a_i|$ expressed in the basis $W$:

$$G=W^\dagger AA^\dagger W=PP^\dagger,\qquad P=W^\dagger A .$$

```lean
/-- The operator `A Aᴴ` expressed in the basis `W`. -/
def projGram (A W : Matrix n n ℂ) : Matrix n n ℂ := Wᴴ * A * (Wᴴ * A)ᴴ
```

If $S=U\,\mathrm{diag}(s)\,U^\dagger$ with $U$ unitary and $s$ real, the canonical basis is $C=AUD$, with $D=\mathrm{diag}(s_k^{-1/2})$.

```lean
/-- The canonical basis `A U diag(s^(-1/2))`. -/
def canonicalBasis (A U : Matrix n n ℂ) (s : n → ℝ) : Matrix n n ℂ :=
  A * U * Matrix.diagonal (fun k => (((√(s k))⁻¹ : ℝ) : ℂ))
```

## The trace splits into the functional and a remainder

The diagonal elements of $G$ are the weights, because $G_{kk}=\sum_i P_{ki}\overline{P_{ki}}=q_k$.

```lean
omit [DecidableEq n] in
/-- The diagonal elements of `A Aᴴ` in the basis `W` are the weights. -/
theorem projGram_diag (A W : Matrix n n ℂ) (k : n) :
    projGram A W k k = (weight A W k : ℂ) := by
  rw [projGram, Matrix.mul_apply, weight, Complex.ofReal_sum]
  refine Finset.sum_congr rfl fun i _ => ?_
  rw [Matrix.conjTranspose_apply, ← starRingEnd_apply, Complex.mul_conj,
    Complex.normSq_eq_norm_sq]
```

Since $WW^\dagger=1$, we have $P^\dagger P=A^\dagger WW^\dagger A=S$ (`hP`). Cyclicity of the trace then gives (`htr`)

$$\operatorname{tr}S^2=\operatorname{tr}(P^\dagger PP^\dagger P)=\operatorname{tr}(PP^\dagger PP^\dagger)=\operatorname{tr}G^2 .$$

As $G$ is Hermitian (`hG`), $G_{kl}G_{lk}=|G_{kl}|^2$ (`hterm`). Separating the diagonal (`hsum`) yields

$$\operatorname{tr}S^2=\sum_{k,l}|G_{kl}|^2=F(W)+\sum_k\sum_{l\ne k}|G_{kl}|^2 .$$

This identity needs $W$ unitary, but not $A$ invertible.

```lean
/-- The trace of the squared overlap matrix is the Schweinler-Wigner functional plus the sum of the
squared moduli of the off-diagonal elements of `A Aᴴ` in the orthonormal basis `W`. -/
theorem trace_overlap_sq (A W : Matrix n n ℂ) (hW : W ∈ Matrix.unitaryGroup n ℂ) :
    Matrix.trace ((Aᴴ * A) * (Aᴴ * A)) =
      ((swFunctional A W +
        ∑ k, ∑ l ∈ Finset.univ.erase k, ‖projGram A W k l‖ ^ 2 : ℝ) : ℂ) := by
  have hW' : W * Wᴴ = 1 := Matrix.mem_unitaryGroup_iff.mp hW
  have hP : (Wᴴ * A)ᴴ * (Wᴴ * A) = Aᴴ * A := by
    rw [Matrix.conjTranspose_mul, Matrix.conjTranspose_conjTranspose]
    calc Aᴴ * W * (Wᴴ * A) = Aᴴ * (W * Wᴴ) * A := by simp only [Matrix.mul_assoc]
      _ = Aᴴ * A := by rw [hW', Matrix.mul_one]
  have hG : (projGram A W)ᴴ = projGram A W := by
    unfold projGram
    rw [Matrix.conjTranspose_mul (Wᴴ * A) (Wᴴ * A)ᴴ, Matrix.conjTranspose_conjTranspose]
  -- the trace is cyclic, so it may be evaluated in the basis W
  have htr : Matrix.trace ((Aᴴ * A) * (Aᴴ * A)) =
      Matrix.trace (projGram A W * projGram A W) := by
    rw [← hP, projGram]
    generalize Wᴴ * A = P
    rw [Matrix.mul_assoc Pᴴ P (Pᴴ * P), Matrix.trace_mul_comm Pᴴ]
    simp only [Matrix.mul_assoc]
  have hterm : ∀ k l, projGram A W k l * projGram A W l k =
      ((‖projGram A W k l‖ ^ 2 : ℝ) : ℂ) := by
    intro k l
    have h : projGram A W l k = star (projGram A W k l) := by
      rw [← Matrix.conjTranspose_apply, hG]
    rw [h, ← starRingEnd_apply, Complex.mul_conj, Complex.normSq_eq_norm_sq]
  -- split the double sum into diagonal and off-diagonal parts
  have hsum : swFunctional A W +
      ∑ k, ∑ l ∈ Finset.univ.erase k, ‖projGram A W k l‖ ^ 2 =
      ∑ k, ∑ l, ‖projGram A W k l‖ ^ 2 := by
    rw [swFunctional, ← Finset.sum_add_distrib]
    refine Finset.sum_congr rfl fun k _ => ?_
    have hd : weight A W k ^ 2 = ‖projGram A W k k‖ ^ 2 := by
      rw [projGram_diag, Complex.norm_real, Real.norm_eq_abs, sq_abs]
    rw [hd]
    exact Finset.add_sum_erase _ (fun l => ‖projGram A W k l‖ ^ 2) (Finset.mem_univ k)
  rw [hsum, htr]
  simp only [Matrix.trace, Matrix.diag_apply, Matrix.mul_apply, hterm, Complex.ofReal_sum]
```

The remainder is non-negative, so $F(W)\le\operatorname{tr}S^2$. Equality means that every off-diagonal $G_{kl}$ vanishes, so $G=\mathrm{diag}(d)$ for some real $d$. Multiplying by $W$ from the left turns this into

$$AA^\dagger W=W\,\mathrm{diag}(d),$$

and multiplying by $W^\dagger$ leads back. Since $AA^\dagger$ is Hermitian, it has an orthonormal eigenbasis, so the bound is attained and the maximisers are exactly the orthonormal eigenbases of $AA^\dagger$. Lean takes the real part of the trace, `.re`, only to compare it with a real number; the preceding identity shows that the trace is real.

```lean
/-- An orthonormal basis `W` brings the functional to `tr S²` exactly when its columns
are eigenvectors of `A Aᴴ`. -/
theorem swFunctional_eq_iff (A W : Matrix n n ℂ) (hW : W ∈ Matrix.unitaryGroup n ℂ) :
    swFunctional A W = (Matrix.trace ((Aᴴ * A) * (Aᴴ * A))).re ↔
      ∃ d : n → ℝ, A * Aᴴ * W = W * Matrix.diagonal (fun k => (d k : ℂ)) := by
  have hW1 : W * Wᴴ = 1 := Matrix.mem_unitaryGroup_iff.mp hW
  have hW2 : Wᴴ * W = 1 := Matrix.mem_unitaryGroup_iff'.mp hW
  rw [trace_overlap_sq A W hW, Complex.ofReal_re]
  constructor
  · intro h
    have h0 : ∑ k, ∑ l ∈ Finset.univ.erase k, ‖projGram A W k l‖ ^ 2 = 0 := by linarith
    have hG : projGram A W = Matrix.diagonal (fun k => (weight A W k : ℂ)) := by
      ext k l
      by_cases hkl : k = l
      · subst hkl
        rw [Matrix.diagonal_apply_eq, projGram_diag]
      · have h1 := (Finset.sum_eq_zero_iff_of_nonneg
          (fun k _ => by positivity)).mp h0 k (Finset.mem_univ k)
        have h2 := (Finset.sum_eq_zero_iff_of_nonneg (fun l _ => by positivity)).mp h1 l
          (Finset.mem_erase.mpr ⟨Ne.symm hkl, Finset.mem_univ l⟩)
        rw [Matrix.diagonal_apply_ne _ hkl]
        exact norm_eq_zero.mp ((pow_eq_zero_iff two_ne_zero).mp h2)
    refine ⟨weight A W, ?_⟩
    rw [← hG, projGram, Matrix.conjTranspose_mul, Matrix.conjTranspose_conjTranspose]
    calc A * Aᴴ * W = (W * Wᴴ) * (A * Aᴴ * W) := by rw [hW1, Matrix.one_mul]
      _ = W * (Wᴴ * A * (Aᴴ * W)) := by simp only [Matrix.mul_assoc]
  · rintro ⟨d, hd⟩
    have hG : projGram A W = Matrix.diagonal (fun k => (d k : ℂ)) := by
      rw [projGram, Matrix.conjTranspose_mul, Matrix.conjTranspose_conjTranspose]
      calc Wᴴ * A * (Aᴴ * W) = Wᴴ * (A * Aᴴ * W) := by simp only [Matrix.mul_assoc]
        _ = (Wᴴ * W) * Matrix.diagonal (fun k => (d k : ℂ)) := by rw [hd, Matrix.mul_assoc]
        _ = _ := by rw [hW2, Matrix.one_mul]
    have h0 : ∑ k, ∑ l ∈ Finset.univ.erase k, ‖projGram A W k l‖ ^ 2 = 0 :=
      Finset.sum_eq_zero fun k _ => Finset.sum_eq_zero fun l hl => by
        rw [hG, Matrix.diagonal_apply_ne _ (Finset.ne_of_mem_erase hl).symm]
        simp
    linarith
```

## The canonical basis is orthonormal

The rotated vectors $AU$ are mutually orthogonal:

$$(AU)^\dagger(AU)=U^\dagger SU=\mathrm{diag}(s).$$

```lean
/-- If `U` diagonalises the overlap matrix, the vectors `A U` are mutually orthogonal
with squared norms `s`. -/
theorem rotated_overlap {A U : Matrix n n ℂ} {s : n → ℝ}
    (hU : U ∈ Matrix.unitaryGroup n ℂ)
    (hS : Aᴴ * A = U * Matrix.diagonal (fun k => (s k : ℂ)) * Uᴴ) :
    (A * U)ᴴ * (A * U) = Matrix.diagonal (fun k => (s k : ℂ)) := by
  have hU' : Uᴴ * U = 1 := Matrix.mem_unitaryGroup_iff'.mp hU
  rw [Matrix.conjTranspose_mul]
  calc Uᴴ * Aᴴ * (A * U) = Uᴴ * (Aᴴ * A) * U := by simp only [Matrix.mul_assoc]
    _ = (Uᴴ * U) * Matrix.diagonal (fun k => (s k : ℂ)) * (Uᴴ * U) := by
      rw [hS]; simp only [Matrix.mul_assoc]
    _ = _ := by rw [hU', Matrix.one_mul, Matrix.mul_one]
```

The diagonal of this equation reads $s_k=\sum_i|(AU)_{ik}|^2\ge0$. Its determinant is $\prod_k s_k=|\det(AU)|^2$, which is non-zero because $A$ and $U$ are invertible. Hence every $s_k>0$. Linear independence enters as `A.det ≠ 0`, and positivity is derived from it.

```lean
/-- The overlap eigenvalues of linearly independent vectors are positive. -/
theorem overlap_eigenvalue_pos {A U : Matrix n n ℂ} {s : n → ℝ} (hA : A.det ≠ 0)
    (hU : U ∈ Matrix.unitaryGroup n ℂ)
    (hS : Aᴴ * A = U * Matrix.diagonal (fun k => (s k : ℂ)) * Uᴴ) (k : n) : 0 < s k := by
  have h := rotated_overlap hU hS
  have hU' : Uᴴ * U = 1 := Matrix.mem_unitaryGroup_iff'.mp hU
  have hUd : U.det ≠ 0 := by
    intro h0
    have h1 := congrArg Matrix.det hU'
    rw [Matrix.det_mul, h0, mul_zero, Matrix.det_one] at h1
    exact zero_ne_one h1
  have hB : (A * U).det ≠ 0 := by
    rw [Matrix.det_mul]; exact mul_ne_zero hA hUd
  have hdet : ∏ k, (s k : ℂ) ≠ 0 := by
    rw [← Matrix.det_diagonal, ← h, Matrix.det_mul, Matrix.det_conjTranspose]
    exact mul_ne_zero (star_ne_zero.mpr hB) hB
  have hne : s k ≠ 0 := fun h0 =>
    hdet (Finset.prod_eq_zero (Finset.mem_univ k) (by simp [h0]))
  have hk := congrFun (congrFun h k) k
  rw [Matrix.mul_apply, Matrix.diagonal_apply_eq] at hk
  have hsk : s k = ∑ i, ‖(A * U) i k‖ ^ 2 := by
    apply Complex.ofReal_injective
    rw [← hk, Complex.ofReal_sum]
    refine Finset.sum_congr rfl fun i _ => ?_
    rw [Matrix.conjTranspose_apply, ← starRingEnd_apply, mul_comm, Complex.mul_conj,
      Complex.normSq_eq_norm_sq]
  have hnn : 0 ≤ s k := by rw [hsk]; positivity
  exact lt_of_le_of_ne hnn (Ne.symm hne)
```

The inverse square roots now normalise the rotated vectors:

$$C^\dagger C=D\,(AU)^\dagger(AU)\,D=D\,\mathrm{diag}(s)\,D=1 .$$

For a square matrix this makes $C$ unitary. In the proof, `hr` is the scalar identity $s_k^{-1/2}\,s_k\,s_k^{-1/2}=1$.

```lean
/-- The canonical basis of linearly independent vectors is orthonormal. -/
theorem canonicalBasis_unitary {A U : Matrix n n ℂ} {s : n → ℝ} (hA : A.det ≠ 0)
    (hU : U ∈ Matrix.unitaryGroup n ℂ)
    (hS : Aᴴ * A = U * Matrix.diagonal (fun k => (s k : ℂ)) * Uᴴ) :
    canonicalBasis A U s ∈ Matrix.unitaryGroup n ℂ := by
  apply Matrix.mem_unitaryGroup_iff'.mpr
  change (canonicalBasis A U s)ᴴ * canonicalBasis A U s = 1
  rw [canonicalBasis, Matrix.conjTranspose_mul (A * U), Matrix.mul_assoc,
    ← Matrix.mul_assoc (A * U)ᴴ, rotated_overlap hU hS, Matrix.diagonal_conjTranspose,
    Matrix.diagonal_mul_diagonal, Matrix.diagonal_mul_diagonal, ← Matrix.diagonal_one]
  refine congrArg Matrix.diagonal (funext fun k => ?_)
  have hr : ∀ r t : ℝ, 0 < r → r * r = t → r⁻¹ * (t * r⁻¹) = 1 := by
    rintro r t hr rfl
    field_simp
  have hs := overlap_eigenvalue_pos hA hU hS k
  have h1 := hr _ _ (Real.sqrt_pos.mpr hs) (Real.mul_self_sqrt hs.le)
  simp only [Pi.star_apply, ← starRingEnd_apply, Complex.conj_ofReal]
  exact_mod_cast h1
```

## The maximum is attained

It remains to show that the canonical vectors are eigenvectors of $AA^\dagger$. Inserting $UU^\dagger=1$ (`hAA`) and commuting the diagonal matrices (`hcomm`) gives

$$AA^\dagger C=(AU)(AU)^\dagger(AU)D=AU\,\mathrm{diag}(s)\,D=C\,\mathrm{diag}(s).$$

The theorem takes an invertible $A$ and a given diagonalisation of $S$. It concludes that $F(W)\le\operatorname{tr}S^2$ for every unitary $W$, that $C$ is unitary, and that $F(C)=\operatorname{tr}S^2$. The bound comes from the trace identity, the equality from the eigenvector criterion with $d=s$.

```lean
/-- Schweinler-Wigner property: for linearly independent vectors with overlap matrix `S`,
the functional is at most `tr S²` on every orthonormal basis, and the canonical basis is
orthonormal and attains this value. -/
theorem schweinler_wigner {A U : Matrix n n ℂ} {s : n → ℝ} (hA : A.det ≠ 0)
    (hU : U ∈ Matrix.unitaryGroup n ℂ)
    (hS : Aᴴ * A = U * Matrix.diagonal (fun k => (s k : ℂ)) * Uᴴ) :
    (∀ W ∈ Matrix.unitaryGroup n ℂ,
      swFunctional A W ≤ (Matrix.trace ((Aᴴ * A) * (Aᴴ * A))).re) ∧
    canonicalBasis A U s ∈ Matrix.unitaryGroup n ℂ ∧
    swFunctional A (canonicalBasis A U s) =
      (Matrix.trace ((Aᴴ * A) * (Aᴴ * A))).re := by
  have hC := canonicalBasis_unitary hA hU hS
  refine ⟨fun W hW => ?_, hC, (swFunctional_eq_iff A _ hC).mpr ⟨s, ?_⟩⟩
  · -- the off-diagonal remainder is non-negative
    rw [trace_overlap_sq A W hW, Complex.ofReal_re]
    exact le_add_of_nonneg_right (by positivity)
  · -- the canonical vectors are eigenvectors of A Aᴴ
    have hU' : U * Uᴴ = 1 := Matrix.mem_unitaryGroup_iff.mp hU
    have hAA : A * Aᴴ = (A * U) * (A * U)ᴴ := by
      rw [Matrix.conjTranspose_mul]
      calc A * Aᴴ = A * (U * Uᴴ) * Aᴴ := by rw [hU', Matrix.mul_one]
        _ = _ := by simp only [Matrix.mul_assoc]
    have hcomm : ∀ d e : n → ℂ, Matrix.diagonal d * Matrix.diagonal e =
        Matrix.diagonal e * Matrix.diagonal d := by
      intro d e
      rw [Matrix.diagonal_mul_diagonal, Matrix.diagonal_mul_diagonal]
      exact congrArg Matrix.diagonal (funext fun k => mul_comm _ _)
    rw [canonicalBasis, hAA, Matrix.mul_assoc (A * U) (Matrix.diagonal _) (Matrix.diagonal _),
      hcomm, ← rotated_overlap hU hS]
    simp only [Matrix.mul_assoc]
```

## Two overlapping vectors

Take $a_0=(6/5,-4/5)$ and $a_1=(8/5,3/5)$. Then

$$S=\frac1{25}\begin{pmatrix}52&36\\36&73\end{pmatrix},$$

with eigenvalues $4$ and $1$, so the maximum of $F$ is $4^2+1^2=17$. After normalising the two vectors, their overlap is $36/\sqrt{52\cdot73}\approx0.58$. The code checks entry by entry that this genuinely non-orthogonal pair satisfies the hypotheses.

```lean
/-- Two real vectors with non-zero mutual overlap, together with an explicit
diagonalisation of their overlap matrix, meet the hypotheses of `schweinler_wigner`. -/
theorem schweinler_wigner_witness :
    let A : Matrix (Fin 2) (Fin 2) ℂ := !![6/5, 8/5; -4/5, 3/5]
    let U : Matrix (Fin 2) (Fin 2) ℂ := !![3/5, -4/5; 4/5, 3/5]
    let s : Fin 2 → ℝ := ![4, 1]
    A.det ≠ 0 ∧ U ∈ Matrix.unitaryGroup (Fin 2) ℂ ∧
      Aᴴ * A = U * Matrix.diagonal (fun k => (s k : ℂ)) * Uᴴ ∧ (Aᴴ * A) 0 1 ≠ 0 := by
  intro A U s
  -- the numerals are real, and the diagonal matrix is written out
  have c3 : (starRingEnd ℂ) 3 = 3 := Complex.conj_eq_iff_real.mpr ⟨3, by norm_num⟩
  have c4 : (starRingEnd ℂ) 4 = 4 := Complex.conj_eq_iff_real.mpr ⟨4, by norm_num⟩
  have c5 : (starRingEnd ℂ) 5 = 5 := Complex.conj_eq_iff_real.mpr ⟨5, by norm_num⟩
  have c6 : (starRingEnd ℂ) 6 = 6 := Complex.conj_eq_iff_real.mpr ⟨6, by norm_num⟩
  have c8 : (starRingEnd ℂ) 8 = 8 := Complex.conj_eq_iff_real.mpr ⟨8, by norm_num⟩
  have hD : Matrix.diagonal (fun k => (s k : ℂ)) = !![4, 0; 0, 1] := by
    ext i j
    fin_cases i <;> fin_cases j <;> simp [s]
  refine ⟨?_, Matrix.mem_unitaryGroup_iff.mpr ?_, ?_, ?_⟩
  · norm_num [A, Matrix.det_fin_two]
  · ext i j
    fin_cases i <;> fin_cases j <;>
      simp [U, Matrix.mul_apply, Fin.sum_univ_two, Matrix.star_apply, c3, c4, c5] <;>
      norm_num
  · rw [hD]
    ext i j
    fin_cases i <;> fin_cases j <;>
      simp [A, U, Matrix.mul_apply, Fin.sum_univ_two, c3, c4, c5, c6, c8] <;> norm_num
  · simp [A, Matrix.mul_apply, Fin.sum_univ_two, c4, c5, c6]
    norm_num

end

end SchweinlerWigner
```

```lean
#print axioms SchweinlerWigner.schweinler_wigner
```

```
'SchweinlerWigner.schweinler_wigner' depends on axioms: [propext, Classical.choice, Quot.sound]
```
